# The interaction matrix of Gaussian-smeared surface charges at distinct points is positive definite for switching factors between 0 and 1

Let \(x_i\in\mathbb R^3\) be finitely many distinct points with \(r_{ij}=\|x_i-x_j\|\), let \(z>0\) and \(0<F_i<1\), and write \(\operatorname{erf}(u)=\frac{2}{\sqrt\pi}\int_0^u e^{-s^2}\,ds\). The matrix \(S\) with entries \(S_{ij}=\operatorname{erf}(z r_{ij})/r_{ij}\) for \(i\neq j\) and \(S_{ii}=2z/(\sqrt\pi F_i)\) is positive definite, so \(Sq=-V\) has exactly one solution \(q\) for every \(V\), however close the points come.

```lean
import Mathlib

open Matrix
open scoped Real

namespace SmearedSurfaceCharges

noncomputable section

/-- The error function, `erf x = (2/√π) ∫₀ˣ exp(-t²) dt`. -/
def errorFn (x : ℝ) : ℝ := 2 / √π * ∫ t in (0 : ℝ)..x, Real.exp (-t ^ 2)

variable {ι : Type*} [Fintype ι] [DecidableEq ι]

/-- The interaction matrix of Gaussian-smeared surface charges at distinct points `x i`, with
width parameter `z` and nonzero switching factors `F i`: `erf(z r)/r` off the diagonal and
`2z/(√π F i)` on it. -/
def surfaceMatrix (z : ℝ) (x : ι → EuclideanSpace ℝ (Fin 3)) (F : ι → ℝ) : Matrix ι ι ℝ :=
  Matrix.of fun i j =>
    if i = j then 2 * z / (√π * F i) else errorFn (z * ‖x i - x j‖) / ‖x i - x j‖

/-- At nonzero distance `r`, the smeared Coulomb interaction `erf(z r)/r` is a superposition of
Gaussians in `r`. -/
theorem errorFn_div_eq_integral (z : ℝ) {r : ℝ} (hr : r ≠ 0) :
    errorFn (z * r) / r = 2 / √π * ∫ t in (0 : ℝ)..z, Real.exp (-(t * r) ^ 2) := by
  have h := intervalIntegral.integral_comp_mul_right (a := 0) (b := z)
    (fun t : ℝ => Real.exp (-t ^ 2)) hr
  simp only [zero_mul, smul_eq_mul] at h
  unfold errorFn
  rw [h]
  ring

omit [DecidableEq ι] in
/-- Every entrywise power, with natural exponent, of the matrix of scalar products of the positions
has a non-negative quadratic form. -/
theorem inner_pow_form_nonneg (x : ι → EuclideanSpace ℝ (Fin 3)) (n : ℕ) (c : ι → ℝ) :
    0 ≤ ∑ i, ∑ j, c i * c j * (inner ℝ (x i) (x j)) ^ n := by
  induction n generalizing c with
  | zero =>
    have h : ∑ i, ∑ j, c i * c j * (inner ℝ (x i) (x j)) ^ 0 = (∑ i, c i) ^ 2 := by
      simp only [pow_zero, mul_one]
      rw [sq, Finset.sum_mul_sum]
    rw [h]
    positivity
  | succ n ih =>
    -- one scalar product is written out in components and absorbed into the coefficients
    have key : ∑ k, ∑ i, ∑ j, (c i * x i k) * (c j * x j k) * (inner ℝ (x i) (x j)) ^ n
        = ∑ i, ∑ j, c i * c j * (inner ℝ (x i) (x j)) ^ (n + 1) := by
      refine Finset.sum_comm.trans (Finset.sum_congr rfl fun i _ => ?_)
      refine Finset.sum_comm.trans (Finset.sum_congr rfl fun j _ => ?_)
      have hK : inner ℝ (x i) (x j) = ∑ k, x i k * x j k := by
        simp [PiLp.inner_apply, mul_comm]
      have hs : ∑ k, (c i * x i k) * (c j * x j k) * (inner ℝ (x i) (x j)) ^ n
          = c i * c j * (inner ℝ (x i) (x j)) ^ n * ∑ k, x i k * x j k := by
        rw [Finset.mul_sum]
        exact Finset.sum_congr rfl fun k _ => by ring
      rw [hs, ← hK]
      ring
    rw [← key]
    exact Finset.sum_nonneg fun k _ => ih fun i => c i * x i k

omit [DecidableEq ι] in
/-- The Gaussian kernel `exp(-t² r²)` between points of space has a non-negative quadratic
form. -/
theorem gaussian_form_nonneg (x : ι → EuclideanSpace ℝ (Fin 3)) (t : ℝ) (c : ι → ℝ) :
    0 ≤ ∑ i, ∑ j, c i * c j * Real.exp (-(t * ‖x i - x j‖) ^ 2) := by
  have hs : ∀ s : ℝ, HasSum (fun n : ℕ => s ^ n / (n.factorial : ℝ)) (Real.exp s) := by
    intro s
    rw [Real.exp_eq_exp_ℝ, NormedSpace.exp_eq_tsum_div]
    exact (Real.summable_pow_div_factorial s).hasSum
  let d : ι → ℝ := fun i => c i * Real.exp (-(t ^ 2 * ‖x i‖ ^ 2))
  -- the one-point factors go into `d`; the rest is an exponential of scalar products
  have hd : ∑ i, ∑ j, c i * c j * Real.exp (-(t * ‖x i - x j‖) ^ 2)
      = ∑ i, ∑ j, d i * d j * Real.exp (2 * t ^ 2 * inner ℝ (x i) (x j)) := by
    refine Finset.sum_congr rfl fun i _ => Finset.sum_congr rfl fun j _ => ?_
    have he : -(t * ‖x i - x j‖) ^ 2 = -(t ^ 2 * ‖x i‖ ^ 2) + -(t ^ 2 * ‖x j‖ ^ 2)
        + 2 * t ^ 2 * inner ℝ (x i) (x j) := by
      rw [mul_pow, norm_sub_sq_real]
      ring
    rw [he, Real.exp_add, Real.exp_add]
    ring
  have H : HasSum (fun n : ℕ => ∑ i, ∑ j,
      d i * d j * ((2 * t ^ 2 * inner ℝ (x i) (x j)) ^ n / (n.factorial : ℝ)))
      (∑ i, ∑ j, d i * d j * Real.exp (2 * t ^ 2 * inner ℝ (x i) (x j))) :=
    hasSum_sum fun i _ => hasSum_sum fun j _ => (hs _).mul_left _
  rw [hd, ← H.tsum_eq]
  refine tsum_nonneg fun n => ?_
  have hn : ∑ i, ∑ j, d i * d j * ((2 * t ^ 2 * inner ℝ (x i) (x j)) ^ n / (n.factorial : ℝ))
      = (2 * t ^ 2) ^ n / (n.factorial : ℝ)
        * ∑ i, ∑ j, d i * d j * (inner ℝ (x i) (x j)) ^ n := by
    simp only [Finset.mul_sum]
    refine Finset.sum_congr rfl fun i _ => Finset.sum_congr rfl fun j _ => ?_
    rw [mul_pow (2 * t ^ 2)]
    ring
  rw [hn]
  exact mul_nonneg (by positivity) (inner_pow_form_nonneg x n d)

/-- For distinct points, the quadratic form of the surface matrix is an integral of Gaussian forms
plus a diagonal part with weights `(2z/√π)(1/F i - 1)`. -/
theorem surface_form_eq (z : ℝ) {x : ι → EuclideanSpace ℝ (Fin 3)}
    (hx : Function.Injective x) (F q : ι → ℝ) :
    q ⬝ᵥ surfaceMatrix z x F *ᵥ q
      = 2 / √π * (∫ t in (0 : ℝ)..z,
          ∑ i, ∑ j, q i * q j * Real.exp (-(t * ‖x i - x j‖) ^ 2))
        + 2 * z / √π * ∑ i, (1 / F i - 1) * q i ^ 2 := by
  have entry : ∀ i j, surfaceMatrix z x F i j
      = 2 / √π * (∫ t in (0 : ℝ)..z, Real.exp (-(t * ‖x i - x j‖) ^ 2))
        + if i = j then 2 * z / √π * (1 / F i - 1) else 0 := by
    intro i j
    by_cases h : i = j
    · subst h
      have hI : ∫ _t in (0 : ℝ)..z, Real.exp (-(0 : ℝ) ^ 2) = z := by simp
      simp only [surfaceMatrix, Matrix.of_apply, ↓reduceIte, sub_self, norm_zero, mul_zero]
      rw [hI]
      ring
    · have hr : ‖x i - x j‖ ≠ 0 := norm_ne_zero_iff.mpr (sub_ne_zero.mpr (hx.ne h))
      simp only [surfaceMatrix, Matrix.of_apply, if_neg h, add_zero]
      exact errorFn_div_eq_integral z hr
  -- the integral is taken through the finite double sum
  have swap : (∫ t in (0 : ℝ)..z, ∑ i, ∑ j, q i * q j * Real.exp (-(t * ‖x i - x j‖) ^ 2))
      = ∑ i, ∑ j, q i * q j * ∫ t in (0 : ℝ)..z, Real.exp (-(t * ‖x i - x j‖) ^ 2) := by
    rw [intervalIntegral.integral_finsetSum
      (fun i _ => Continuous.intervalIntegrable (by fun_prop) _ _)]
    refine Finset.sum_congr rfl fun i _ => ?_
    rw [intervalIntegral.integral_finsetSum
      (fun j _ => Continuous.intervalIntegrable (by fun_prop) _ _)]
    exact Finset.sum_congr rfl fun j _ => intervalIntegral.integral_const_mul _ _
  rw [swap, Finset.mul_sum, Finset.mul_sum, ← Finset.sum_add_distrib]
  simp only [dotProduct, Matrix.mulVec]
  refine Finset.sum_congr rfl fun i _ => ?_
  have hdiag : ∑ j, q i * q j * (if i = j then 2 * z / √π * (1 / F i - 1) else 0)
      = q i * q i * (2 * z / √π * (1 / F i - 1)) := by
    simp only [mul_ite, mul_zero, Finset.sum_ite_eq, Finset.mem_univ, if_true]
  calc q i * ∑ j, surfaceMatrix z x F i j * q j
      = ∑ j, (2 / √π * (q i * q j * ∫ t in (0 : ℝ)..z, Real.exp (-(t * ‖x i - x j‖) ^ 2))
          + q i * q j * (if i = j then 2 * z / √π * (1 / F i - 1) else 0)) := by
        rw [Finset.mul_sum]
        refine Finset.sum_congr rfl fun j _ => ?_
        rw [entry]
        ring
    _ = _ := by
        rw [Finset.sum_add_distrib, hdiag, ← Finset.mul_sum]
        ring

/-- For distinct points, `z ≥ 0` and switching factors `0 < F i ≤ m`, the quadratic form of the
surface matrix is at least `(2z/√π)(1/m - 1) ∑ q i²`, whatever the distances. -/
theorem surface_form_lower_bound {z m : ℝ} (hz : 0 ≤ z) {x : ι → EuclideanSpace ℝ (Fin 3)}
    (hx : Function.Injective x) {F : ι → ℝ} (hF : ∀ i, 0 < F i) (hm : ∀ i, F i ≤ m)
    (q : ι → ℝ) :
    2 * z / √π * ((1 / m - 1) * ∑ i, q i ^ 2) ≤ q ⬝ᵥ surfaceMatrix z x F *ᵥ q := by
  rw [surface_form_eq z hx]
  have h1 : 0 ≤ 2 / √π * (∫ t in (0 : ℝ)..z,
      ∑ i, ∑ j, q i * q j * Real.exp (-(t * ‖x i - x j‖) ^ 2)) :=
    mul_nonneg (by positivity)
      (intervalIntegral.integral_nonneg hz fun t _ => gaussian_form_nonneg x t q)
  have h2 : (1 / m - 1) * ∑ i, q i ^ 2 ≤ ∑ i, (1 / F i - 1) * q i ^ 2 := by
    rw [Finset.mul_sum]
    refine Finset.sum_le_sum fun i _ => mul_le_mul_of_nonneg_right ?_ (sq_nonneg _)
    linarith [one_div_le_one_div_of_le (hF i) (hm i)]
  have h3 := mul_le_mul_of_nonneg_left h2 (show 0 ≤ 2 * z / √π by positivity)
  linarith

/-- For distinct points, `z > 0` and switching factors `0 < F i < 1`, the interaction matrix of
the smeared surface charges is positive definite. -/
theorem surfaceMatrix_posDef {z : ℝ} (hz : 0 < z) {x : ι → EuclideanSpace ℝ (Fin 3)}
    (hx : Function.Injective x) {F : ι → ℝ} (hF : ∀ i, 0 < F i) (hF1 : ∀ i, F i < 1) :
    (surfaceMatrix z x F).PosDef := by
  refine Matrix.posDef_iff_dotProduct_mulVec.mpr ⟨?_, fun q hq => ?_⟩
  · ext i j
    rw [Matrix.conjTranspose_apply, star_trivial]
    by_cases h : i = j
    · rw [h]
    · simp only [surfaceMatrix, Matrix.of_apply, if_neg h, if_neg (Ne.symm h)]
      rw [norm_sub_rev]
  · rw [star_trivial, surface_form_eq z hx]
    have hw : ∀ i, 0 < 1 / F i - 1 := fun i => by
      rw [sub_pos, lt_div_iff₀ (hF i)]
      linarith [hF1 i]
    obtain ⟨k, hk⟩ := Function.ne_iff.mp hq
    have hk' : q k ≠ 0 := hk
    -- the switching factors leave a strictly positive diagonal part
    have hpos : 0 < ∑ i, (1 / F i - 1) * q i ^ 2 :=
      Finset.sum_pos' (fun i _ => mul_nonneg (hw i).le (sq_nonneg _))
        ⟨k, Finset.mem_univ k, mul_pos (hw k) (by positivity)⟩
    exact add_pos_of_nonneg_of_pos
      (mul_nonneg (by positivity)
        (intervalIntegral.integral_nonneg hz.le fun t _ => gaussian_form_nonneg x t q))
      (mul_pos (by positivity) hpos)

/-- For distinct points, `z > 0` and `0 < F i < 1`, the equation `S q = -V` with the surface matrix
`S` has exactly one solution `q` for every vector `V`. -/
theorem existsUnique_surface_charges {z : ℝ} (hz : 0 < z)
    {x : ι → EuclideanSpace ℝ (Fin 3)} (hx : Function.Injective x) {F : ι → ℝ}
    (hF : ∀ i, 0 < F i) (hF1 : ∀ i, F i < 1) (V : ι → ℝ) :
    ∃! q : ι → ℝ, surfaceMatrix z x F *ᵥ q = -V := by
  have hu : IsUnit (surfaceMatrix z x F).det :=
    isUnit_iff_ne_zero.mpr (surfaceMatrix_posDef hz hx hF hF1).det_pos.ne'
  refine ⟨(surfaceMatrix z x F)⁻¹ *ᵥ (-V), ?_, fun q hq => ?_⟩
  · change surfaceMatrix z x F *ᵥ ((surfaceMatrix z x F)⁻¹ *ᵥ (-V)) = -V
    rw [Matrix.mulVec_mulVec, Matrix.mul_nonsing_inv _ hu, Matrix.one_mulVec]
  · have hq' : surfaceMatrix z x F *ᵥ q = -V := hq
    rw [← hq', Matrix.mulVec_mulVec, Matrix.nonsing_inv_mul _ hu, Matrix.one_mulVec]

/-- Two point charges with bare coupling `1/r` and self-interaction `a` have a negative quadratic
form on the charges `(1, -1)` when `r > 0` and `a r < 1`. -/
theorem point_charge_form_neg {a r : ℝ} (hr : 0 < r) (h : a * r < 1) :
    ![1, -1] ⬝ᵥ !![a, 1 / r; 1 / r, a] *ᵥ ![1, -1] < 0 := by
  have e : ![1, -1] ⬝ᵥ !![a, 1 / r; 1 / r, a] *ᵥ ![1, -1] = 2 * (a - 1 / r) := by
    simp [Matrix.mulVec, dotProduct, Fin.sum_univ_succ]
    ring
  have h' : a < 1 / r := by rwa [lt_div_iff₀ hr]
  rw [e]
  linarith

end

end SmearedSurfaceCharges
```

```lean
#print axioms SmearedSurfaceCharges.surface_form_lower_bound
-- 'SmearedSurfaceCharges.surface_form_lower_bound' depends on axioms: [propext, Classical.choice, Quot.sound]
#print axioms SmearedSurfaceCharges.surfaceMatrix_posDef
-- 'SmearedSurfaceCharges.surfaceMatrix_posDef' depends on axioms: [propext, Classical.choice, Quot.sound]
#print axioms SmearedSurfaceCharges.existsUnique_surface_charges
-- 'SmearedSurfaceCharges.existsUnique_surface_charges' depends on axioms: [propext, Classical.choice, Quot.sound]
#print axioms SmearedSurfaceCharges.point_charge_form_neg
-- 'SmearedSurfaceCharges.point_charge_form_neg' depends on axioms: [propext, Classical.choice, Quot.sound]
```

## Charges, widths and switching factors

The finite type `ι` labels the surface points, `x` gives their positions, and `Function.Injective x` says that no two coincide. This keeps \(\operatorname{erf}(zr)/r\) away from \(r=0\), where Lean's division would return 0 instead of the limit \(2z/\sqrt\pi\). The matrix \(S\) is `surfaceMatrix z x F`, and `q ⬝ᵥ surfaceMatrix z x F *ᵥ q` is the quadratic form \(q\cdot Sq\), twice the energy that the model assigns to the surface charges, self-interactions included. `PosDef` means that \(S\) is symmetric and that this form is positive for every \(q\neq0\).

In units where two unit point charges interact with energy \(1/r\), the off-diagonal entry is the Coulomb interaction of two unit charges, each spread with density \((2z^2/\pi)^{3/2}e^{-2z^2\|y-x_i\|^2}\). As \(r\to0\) it tends to the finite value \(2z/\sqrt\pi\). The diagonal entry is this value divided by \(F_i\). The switching factor describes how exposed a surface point is: as the point becomes buried inside a neighbouring atomic sphere, \(F_i\) goes to zero, the self-interaction grows without limit, and the charge there is suppressed smoothly.

The equation \(Sq=-V\) in `existsUnique_surface_charges` is the model's discretised conductor condition: for each surface point, \((Sq)_i\) cancels the solute's potential \(V_i\). Because of the smearing and the factor \(1/F_i\) in the self-interaction, \((Sq)_i\) is not exactly the electrostatic potential of the charges at \(x_i\). Since \(V\) is arbitrary, a potential already scaled by a dielectric factor is included.

The model has one width parameter \(z\) for all points, and the switching factors are given numbers, not functions of the geometry. In calculations the widths usually differ from point to point. Fully exposed points, with \(F_i=1\), are common on real cavities but are excluded from the strict statements. The matrix is still positive definite for them when the points are distinct, because the Gaussian forms with \(t\neq0\) are then strictly positive, but the file does not prove this. For \(0<F_i\le1\), `surface_form_lower_bound` with \(m=1\) still gives \(q\cdot Sq\ge0\). No positive bound independent of the positions can hold if two points have \(F_i=1\): on the charges \((1,-1)\) their form is \(2\bigl(2z/\sqrt\pi-\operatorname{erf}(zr)/r\bigr)\), which tends to zero as they approach.

## The smeared interaction as a sum of Gaussians

For \(r>0\), substitute \(s=tr\) in the error function:

\[
\frac{\operatorname{erf}(zr)}{r}=\frac{2}{\sqrt\pi\,r}\int_0^{zr}e^{-s^2}ds=\frac{2}{\sqrt\pi}\int_0^z e^{-t^2r^2}dt .
\]

This is `errorFn_div_eq_integral`, which uses Mathlib's substitution rule for interval integrals. At \(r=0\) the right-hand side equals \(2z/\sqrt\pi\), so the diagonal entry exceeds it by \(\frac{2z}{\sqrt\pi}(1/F_i-1)\). All entries therefore have the common form

\[
S_{ij}=\frac{2}{\sqrt\pi}\int_0^z e^{-t^2r_{ij}^2}dt+\delta_{ij}\,\frac{2z}{\sqrt\pi}\Bigl(\frac1{F_i}-1\Bigr).
\]

Multiplying by \(q_iq_j\), summing, and moving the finite sums inside the integral gives

\[
q\cdot Sq=\frac{2}{\sqrt\pi}\int_0^z\sum_{i,j}q_iq_j\,e^{-t^2r_{ij}^2}\,dt+\frac{2z}{\sqrt\pi}\sum_i\Bigl(\frac1{F_i}-1\Bigr)q_i^2 .
\]

In `surface_form_eq`, the step `entry` proves the formula for \(S_{ij}\) by separating \(i=j\) from \(i\neq j\), and `swap` exchanges sums and integral, using the continuity of the integrand.

## Why every Gaussian form is non-negative

First consider powers of scalar products. For all real coefficients \(c_i\) and all \(n\ge0\),

\[
\sum_{i,j}c_ic_j\,(x_i\cdot x_j)^n\ge0 .
\]

For \(n=0\) the sum is \(\bigl(\sum_i c_i\bigr)^2\). For the step from \(n\) to \(n+1\), write one factor in components, \(x_i\cdot x_j=\sum_k x_{ik}x_{jk}\):

\[
\sum_{i,j}c_ic_j(x_i\cdot x_j)^{n+1}=\sum_k\sum_{i,j}(c_ix_{ik})(c_jx_{jk})(x_i\cdot x_j)^n .
\]

For each \(k\) the inner sum is the case \(n\) with coefficients \(c_ix_{ik}\), hence non-negative. Because the coefficients change, the induction in `inner_pow_form_nonneg` runs over all of them at once, by `generalizing c`; the displayed identity is `key`.

For the Gaussian, expand \(r_{ij}^2=\|x_i\|^2+\|x_j\|^2-2x_i\cdot x_j\) and set \(d_i=c_ie^{-t^2\|x_i\|^2}\). Then

\[
\sum_{i,j}c_ic_je^{-t^2r_{ij}^2}=\sum_{i,j}d_id_je^{2t^2x_i\cdot x_j}
=\sum_{n=0}^\infty\frac{(2t^2)^n}{n!}\sum_{i,j}d_id_j(x_i\cdot x_j)^n\ge0 .
\]

In `gaussian_form_nonneg`, `hd` is the first equality, `H` sums the exponential series through the finite double sum, and `tsum_nonneg` reduces the claim to the individual terms.

## From the energy to unique charges

The integral in the energy is now non-negative. If \(q\neq0\), some charge \(q_k\) is nonzero, and since \(1/F_i-1>0\) for all \(i\), the diagonal sum is strictly positive. Hence \(q\cdot Sq>0\). `surfaceMatrix_posDef` carries this out after checking symmetry, which follows from \(r_{ij}=r_{ji}\).

If all \(F_i\le m\), then \(1/F_i\ge1/m\), and dropping the integral leaves

\[
q\cdot Sq\ \ge\ \frac{2z}{\sqrt\pi}\Bigl(\frac1m-1\Bigr)\sum_iq_i^2 .
\]

This is `surface_form_lower_bound`, which assumes distinct points, \(z\ge0\) and \(0<F_i\le m\). For \(z>0\) and \(0<m<1\) the prefactor is positive and does not depend on the distances.

A positive definite matrix has positive determinant, so \(S\) is invertible. `existsUnique_surface_charges` verifies that \(q=-S^{-1}V\) solves the equation, and applies \(S^{-1}\) to any other solution to show that it is the same.

## Two bare point charges

With interaction \(1/r\) and a fixed self-interaction \(a\), the quadratic form on the charges \((1,-1)\) is

\[
a-\frac1r-\frac1r+a=2\Bigl(a-\frac1r\Bigr),
\]

which is negative when \(r>0\) and \(ar<1\). This is `point_charge_form_neg`. At \(ar=1\) the matrix is singular, and the equation for the charges has either no solution or infinitely many; at shorter distances it is invertible again but indefinite. For opposite potentials \(V=(v,-v)\) the solution is \(q=-V/(a-1/r)\), which diverges and changes sign as the points pass through \(r=1/a\).

## Solving for the charges in a solvation calculation

In a conductor-like continuum solvation calculation, the solute sits in a cavity of overlapping atomic spheres whose surface carries the points \(x_i\). At each self-consistency step the potential \(V_i\) of nuclei and electrons is evaluated at these points, \(Sq=-V\) is solved, with \(V\) first scaled by a dielectric factor if the solvent's permittivity is finite, and the potential of the charges \(q\) enters the next one-electron Hamiltonian. The positive definiteness proved here, for one common width and all \(F_i<1\), allows a Cholesky factorisation of \(S\), which can be kept while the nuclei are fixed, or a conjugate-gradient solution.

The lower bound also limits the size of the charges. Writing \(\lambda=\frac{2z}{\sqrt\pi}(1/m-1)\) with \(m<1\), we have \(\lambda\|q\|^2\le q\cdot Sq=-q\cdot V\le\|q\|\,\|V\|\), so \(\|q\|\le\|V\|/\lambda\). For \(z=1\) in inverse bohr and \(m=0.8\), \(\lambda\approx0.28\) in atomic units, wherever the points lie. These numbers are only an illustration: a cavity with a fully exposed point has \(m=1\), and the bound then gives no limit on the charges.

The same argument, though the file does not carry it out, applies to any interaction \(k(r)=\int_0^z w(t)e^{-t^2r^2}dt\) with \(w\) continuous, non-negative and not identically zero on \([0,z]\). With diagonal entries \(k(0)/F_i\) and \(0<F_i<1\), its matrix is positive definite; constant \(w=2/\sqrt\pi\) gives the smeared Coulomb case.
